# Pseudostates from n Krylov vectors reproduce spectral moments through order 2n − 1

A pseudostate is a normalised eigenvector, within a chosen subspace, of an operator projected on that subspace. Project a real symmetric operator $H$ on a single unit vector $v$: the only pseudostate, up to sign, is $v$ itself, with energy $\langle v,Hv\rangle$ and weight 1, so it reproduces the moments $\langle v,H^kv\rangle$ for $k=0,1$ and misses the one for $k=2$ by the energy variance. With the $n$ vectors $v,Hv,\dots,H^{n-1}v$ the agreement reaches $k=2n-1$, because the powers of $H$ can be shared between bra and ket.

In Lean 4 with Mathlib:

```lean
import Mathlib

open scoped InnerProductSpace
open Polynomial

namespace KrylovPseudostates

noncomputable section

variable {E : Type*} [NormedAddCommGroup E] [InnerProductSpace ℝ E]

/-- The Krylov space spanned by `v, H v, ..., H^(n-1) v`. -/
def krylov (H : E →ₗ[ℝ] E) (v : E) (n : ℕ) : Submodule ℝ E :=
  Submodule.span ℝ (Set.range fun i : Fin n => (H ^ (i : ℕ)) v)

instance krylovFinite (H : E →ₗ[ℝ] E) (v : E) (n : ℕ) :
    FiniteDimensional ℝ (krylov H v n) :=
  FiniteDimensional.span_of_finite ℝ (Set.finite_range _)

instance krylovProjection (H : E →ₗ[ℝ] E) (v : E) (n : ℕ) :
    (krylov H v n).HasOrthogonalProjection := by
  have : CompleteSpace (krylov H v n) := FiniteDimensional.complete ℝ _
  infer_instance

/-- The orthogonal projector `P` on the Krylov space. -/
def proj (H : E →ₗ[ℝ] E) (v : E) (n : ℕ) : E →ₗ[ℝ] E :=
  ((krylov H v n).starProjection : E →L[ℝ] E).toLinearMap

/-- The projected Hamiltonian `T = P H P`. -/
def projected (H : E →ₗ[ℝ] E) (v : E) (n : ℕ) : E →ₗ[ℝ] E :=
  proj H v n ∘ₗ H ∘ₗ proj H v n

/-- If `H` is symmetric, so is the projected Hamiltonian. -/
theorem projected_symmetric {H : E →ₗ[ℝ] E} (hH : H.IsSymmetric) (v : E) (n : ℕ) :
    (projected H v n).IsSymmetric := by
  intro x y
  have hP : ∀ a b : E, ⟪proj H v n a, b⟫_ℝ = ⟪a, proj H v n b⟫_ℝ :=
    fun a b => Submodule.inner_starProjection_left_eq_right _ a b
  change ⟪proj H v n (H (proj H v n x)), y⟫_ℝ = ⟪x, proj H v n (H (proj H v n y))⟫_ℝ
  exact (hP _ _).trans ((hH _ _).trans (hP _ _))

/-- A moment of a symmetric operator can be shared between bra and ket. -/
theorem moment_split {A : E →ₗ[ℝ] E} (hA : A.IsSymmetric) (v : E) (a b : ℕ) :
    ⟪v, (A ^ (a + b)) v⟫_ℝ = ⟪(A ^ a) v, (A ^ b) v⟫_ℝ := by
  induction a generalizing b with
  | zero => simp
  | succ a ih =>
    rw [show a + 1 + b = a + (b + 1) by omega, ih, pow_succ' A b, pow_succ' A a,
      Module.End.mul_apply, Module.End.mul_apply]
    exact (hA _ _).symm

/-- For `n > 0` and `k ≤ n`, `T^k v` is the projection of `H^k v` on the Krylov space. -/
theorem projected_pow (H : E →ₗ[ℝ] E) (v : E) {n k : ℕ} (hn : 0 < n) (hk : k ≤ n) :
    (projected H v n ^ k) v = proj H v n ((H ^ k) v) := by
  have hfix : ∀ j < n, proj H v n ((H ^ j) v) = (H ^ j) v := fun j hj =>
    Submodule.starProjection_eq_self_iff.mpr (Submodule.subset_span ⟨⟨j, hj⟩, rfl⟩)
  induction k with
  | zero => exact (hfix 0 hn).symm
  | succ k ih =>
    -- the vector reached so far still lies in the Krylov space
    rw [pow_succ', Module.End.mul_apply, ih (by omega), hfix k (by omega)]
    change proj H v n (H (proj H v n ((H ^ k) v))) = _
    rw [hfix k (by omega), pow_succ', Module.End.mul_apply]

/-- For symmetric `H`, the projected and the full Hamiltonian have the same moments in `v` up to
order `2n - 1`. -/
theorem moment_exact {H : E →ₗ[ℝ] E} (hH : H.IsSymmetric) (v : E) {n k : ℕ}
    (hk : k < 2 * n) :
    ⟪v, (projected H v n ^ k) v⟫_ℝ = ⟪v, (H ^ k) v⟫_ℝ := by
  -- split k = a + b with a < n and b ≤ n
  obtain ⟨a, b, rfl, ha, hb⟩ : ∃ a b, k = a + b ∧ a < n ∧ b ≤ n :=
    ⟨k / 2, k - k / 2, by omega, by omega, by omega⟩
  have hfix : proj H v n ((H ^ a) v) = (H ^ a) v :=
    Submodule.starProjection_eq_self_iff.mpr (Submodule.subset_span ⟨⟨a, ha⟩, rfl⟩)
  have hP : ⟪proj H v n ((H ^ a) v), (H ^ b) v⟫_ℝ = ⟪(H ^ a) v, proj H v n ((H ^ b) v)⟫_ℝ :=
    Submodule.inner_starProjection_left_eq_right _ _ _
  rw [moment_split (projected_symmetric hH v n), moment_split hH,
    projected_pow H v (by omega) ha.le, projected_pow H v (by omega) hb, hfix, ← hP, hfix]

/-- If `v` is a sum of eigenvectors `φ j` of `A` with the overlaps `⟪φ j, v⟫` as coefficients, then
`⟪v, p(A) v⟫` is the sum of `p` over the eigenvalues, weighted by the squared overlaps. -/
theorem expectation_eq_sum {ι : Type*} [Fintype ι] (A : E →ₗ[ℝ] E) (v : E) (φ : ι → E)
    (ε : ι → ℝ) (hφ : ∀ j, A (φ j) = ε j • φ j) (hv : ∑ j, ⟪φ j, v⟫_ℝ • φ j = v) (p : ℝ[X]) :
    ⟪v, (aeval A p) v⟫_ℝ = ∑ j, ⟪φ j, v⟫_ℝ ^ 2 * p.eval (ε j) := by
  have hpow : ∀ (k : ℕ) (j : ι), (A ^ k) (φ j) = ε j ^ k • φ j := by
    intro k j
    induction k with
    | zero => simp
    | succ k ih => rw [pow_succ', Module.End.mul_apply, ih, map_smul, hφ, smul_smul, pow_succ]
  have hmom : ∀ k : ℕ, ⟪v, (A ^ k) v⟫_ℝ = ∑ j, ⟪φ j, v⟫_ℝ ^ 2 * ε j ^ k := by
    intro k
    have h : (A ^ k) v = ∑ j, ⟪φ j, v⟫_ℝ • (ε j ^ k • φ j) := by
      have h' := congrArg (A ^ k) hv
      rw [map_sum] at h'
      rw [← h']
      exact Finset.sum_congr rfl fun j _ => by rw [map_smul, hpow]
    rw [h, inner_sum]
    refine Finset.sum_congr rfl fun j _ => ?_
    rw [real_inner_smul_right, real_inner_smul_right, real_inner_comm]
    ring
  rw [aeval_eq_sum_range, LinearMap.sum_apply, inner_sum]
  simp_rw [LinearMap.smul_apply, real_inner_smul_right, hmom, eval_eq_sum_range, Finset.mul_sum]
  rw [Finset.sum_comm]
  exact Finset.sum_congr rfl fun j _ => Finset.sum_congr rfl fun i _ => by ring

/-- For symmetric `H`, pseudostate energies and weights give `⟪v, p(H) v⟫` exactly for every
polynomial `p` of degree at most `2n - 1`. -/
theorem pseudostate_quadrature {ι : Type*} [Fintype ι] {H : E →ₗ[ℝ] E} (hH : H.IsSymmetric)
    (v : E) {n : ℕ} (b : OrthonormalBasis ι ℝ (krylov H v n)) (ε : ι → ℝ)
    (hb : ∀ j, projected H v n (b j : E) = ε j • (b j : E))
    (p : ℝ[X]) (hp : p.natDegree < 2 * n) :
    ∑ j, ⟪(b j : E), v⟫_ℝ ^ 2 * p.eval (ε j) = ⟪v, (aeval H p) v⟫_ℝ := by
  have hmem : v ∈ krylov H v n := Submodule.subset_span ⟨⟨0, by omega⟩, rfl⟩
  -- the pseudostates are complete for v
  have hv : ∑ j, ⟪(b j : E), v⟫_ℝ • (b j : E) = v := by
    have h := congrArg (krylov H v n).subtype (b.sum_repr' ⟨v, hmem⟩)
    rw [map_sum] at h
    exact h
  rw [← expectation_eq_sum (projected H v n) v (fun j => (b j : E)) ε hb hv p,
    aeval_eq_sum_range, aeval_eq_sum_range, LinearMap.sum_apply, LinearMap.sum_apply,
    inner_sum, inner_sum]
  refine Finset.sum_congr rfl fun i hi => ?_
  have hi' := Finset.mem_range.mp hi
  rw [LinearMap.smul_apply, LinearMap.smul_apply, real_inner_smul_right, real_inner_smul_right,
    moment_exact hH v (by omega)]

/-- Pseudostates integrate polynomials of degree at most `2n - 1` exactly against the spectral
distribution of `v`, given by an orthonormal eigenbasis `χ` of `H` with energies `e`. -/
theorem spectral_distribution_exact {ι κ : Type*} [Fintype ι] [Fintype κ] {H : E →ₗ[ℝ] E}
    (hH : H.IsSymmetric) (v : E) {n : ℕ} (b : OrthonormalBasis ι ℝ (krylov H v n)) (ε : ι → ℝ)
    (hb : ∀ j, projected H v n (b j : E) = ε j • (b j : E))
    (χ : OrthonormalBasis κ ℝ E) (e : κ → ℝ) (hχ : ∀ i, H (χ i) = e i • χ i)
    (p : ℝ[X]) (hp : p.natDegree < 2 * n) :
    ∑ j, ⟪(b j : E), v⟫_ℝ ^ 2 * p.eval (ε j) = ∑ i, ⟪χ i, v⟫_ℝ ^ 2 * p.eval (e i) := by
  rw [pseudostate_quadrature hH v b ε hb p hp]
  exact expectation_eq_sum H v (fun i => χ i) e hχ (χ.sum_repr' v) p

/-- For symmetric `H`, a unit vector `v` and `n > 0`, the Krylov space has dimension at most `n` and
an orthonormal basis of pseudostates whose weights sum to one. -/
theorem pseudostates_exist {H : E →ₗ[ℝ] E} (hH : H.IsSymmetric) {v : E} (hv : ‖v‖ = 1)
    {n : ℕ} (hn : 0 < n) :
    Module.finrank ℝ (krylov H v n) ≤ n ∧
    ∃ (b : OrthonormalBasis (Fin (Module.finrank ℝ (krylov H v n))) ℝ (krylov H v n))
      (ε : Fin (Module.finrank ℝ (krylov H v n)) → ℝ),
      (∀ j, projected H v n (b j : E) = ε j • (b j : E)) ∧
      ∑ j, ⟪(b j : E), v⟫_ℝ ^ 2 = 1 := by
  constructor
  · have h := finrank_range_le_card (R := ℝ) (fun i : Fin n => (H ^ (i : ℕ)) v)
    rw [Fintype.card_fin] at h
    exact h
  · have hinv : ∀ x ∈ krylov H v n, projected H v n x ∈ krylov H v n :=
      fun x _ => Submodule.starProjection_apply_mem _ _
    -- the spectral theorem for T restricted to the Krylov space
    have S := (projected_symmetric hH v n).restrict_invariant hinv
    have hb : ∀ j, projected H v n (S.eigenvectorBasis rfl j : E)
        = S.eigenvalues rfl j • (S.eigenvectorBasis rfl j : E) :=
      fun j => congrArg Subtype.val (S.apply_eigenvectorBasis rfl j)
    refine ⟨S.eigenvectorBasis rfl, S.eigenvalues rfl, hb, ?_⟩
    have h := pseudostate_quadrature hH v _ _ hb 1 (by rw [natDegree_one]; omega)
    simpa [hv] using h

/-- For symmetric `H` and `n > 0`, the error of the moment of order `2n` is the squared norm of `H^n
v` minus its projection on the Krylov space. -/
theorem moment_defect {H : E →ₗ[ℝ] E} (hH : H.IsSymmetric) (v : E) {n : ℕ} (hn : 0 < n) :
    ⟪v, (H ^ (2 * n)) v⟫_ℝ - ⟪v, (projected H v n ^ (2 * n)) v⟫_ℝ
      = ‖(H ^ n) v - proj H v n ((H ^ n) v)‖ ^ 2 := by
  rw [two_mul, moment_split hH, moment_split (projected_symmetric hH v n),
    projected_pow H v hn le_rfl]
  generalize (H ^ n) v = x
  have hfix : proj H v n (proj H v n x) = proj H v n x :=
    Submodule.starProjection_eq_self_iff.mpr (Submodule.starProjection_apply_mem _ _)
  have h : ⟪proj H v n x, proj H v n x⟫_ℝ = ⟪x, proj H v n (proj H v n x)⟫_ℝ :=
    Submodule.inner_starProjection_left_eq_right _ _ _
  rw [hfix] at h
  have hc := real_inner_comm x (proj H v n x)
  rw [← real_inner_self_eq_norm_sq, inner_sub_left, inner_sub_right, inner_sub_right]
  linarith

/-- For symmetric `H` and `n > 0`, the moment of order `2n` is also exact if and only if `H^n v`
lies in the Krylov space. -/
theorem next_moment_exact_iff {H : E →ₗ[ℝ] E} (hH : H.IsSymmetric) (v : E) {n : ℕ}
    (hn : 0 < n) :
    ⟪v, (projected H v n ^ (2 * n)) v⟫_ℝ = ⟪v, (H ^ (2 * n)) v⟫_ℝ
      ↔ (H ^ n) v ∈ krylov H v n := by
  have hd := moment_defect hH v hn
  constructor
  · intro h
    rw [h, sub_self] at hd
    have h0 := sub_eq_zero.mp (norm_eq_zero.mp (pow_eq_zero_iff two_ne_zero |>.mp hd.symm))
    exact Submodule.starProjection_eq_self_iff.mp h0.symm
  · intro h
    have hfix : proj H v n ((H ^ n) v) = (H ^ n) v :=
      Submodule.starProjection_eq_self_iff.mpr h
    rw [hfix, sub_self, norm_zero] at hd
    linarith

end

end KrylovPseudostates
```

```lean
#print axioms KrylovPseudostates.spectral_distribution_exact
#print axioms KrylovPseudostates.pseudostates_exist
#print axioms KrylovPseudostates.next_moment_exact_iff
```

```
'KrylovPseudostates.spectral_distribution_exact' depends on axioms: [propext, Classical.choice, Quot.sound]
'KrylovPseudostates.pseudostates_exist' depends on axioms: [propext, Classical.choice, Quot.sound]
'KrylovPseudostates.next_moment_exact_iff' depends on axioms: [propext, Classical.choice, Quot.sound]
```

## Moments, energies and weights

Let $K_n$ be the span of $v,Hv,\dots,H^{n-1}v$, let $P$ be the orthogonal projector on it, and let $T=PHP$. In the file these are `krylov H v n`, `proj H v n` and `projected H v n`. The space $E$ is a real inner product space, and `H.IsSymmetric` means $\langle Hx,y\rangle=\langle x,Hy\rangle$ for all $x,y$ in $E$.

The central theorem, `moment_exact`, says that

$$\langle v,T^kv\rangle=\langle v,H^kv\rangle\qquad (k<2n).$$

It needs neither a normalised $v$ nor linearly independent Krylov vectors.

The pseudostates $b_j$ are an orthonormal basis of $K_n$ with $Tb_j=\varepsilon_jb_j$. Their energies are $\varepsilon_j$ and their weights are $\langle b_j,v\rangle^2$. The theorem `pseudostate_quadrature` states that for every real polynomial $p$ of degree below $2n$,

$$\sum_j\langle b_j,v\rangle^2\,p(\varepsilon_j)=\langle v,p(H)v\rangle .$$

Here `aeval H p` is $p(H)$ and `p.eval (ε j)` is the number $p(\varepsilon_j)$.

If $H$ has a finite orthonormal eigenbasis $\chi_i$ with energies $e_i$, the right-hand side equals $\sum_i\langle\chi_i,v\rangle^2p(e_i)$. This is `spectral_distribution_exact`: the pseudostates integrate $p$ exactly against the spectral distribution of $v$.

For $n>0$ and $\|v\|=1$, `pseudostates_exist` supplies such a basis, with at most $n$ members and weights that sum to one. The weights are squares, hence non-negative.

The last two theorems concern the next moment, again for $n>0$. Its error is

$$\langle v,H^{2n}v\rangle-\langle v,T^{2n}v\rangle=\|H^nv-PH^nv\|^2,$$

which vanishes exactly when $H^nv$ already lies in $K_n$.

## A three-site chain with two pseudostates

Take a chain with on-site energy 1 and nearest-neighbour coupling 1, starting from the first site:

$$H=\begin{pmatrix}1&1&0\\1&1&1\\0&1&1\end{pmatrix},\qquad v=(1,0,0),\qquad n=2.$$

Since $Hv=(1,1,0)$, the Krylov space is spanned by the first two sites. On it $T$ has the matrix $\begin{pmatrix}1&1\\1&1\end{pmatrix}$, with eigenvalues 0 and 2 and normalised eigenvectors $(1,\mp1)/\sqrt2$. Both weights are $1/2$.

The full $H$ has eigenvalues $1$ and $1\pm\sqrt2$. The normalised eigenvectors are $(1,0,-1)/\sqrt2$ and $(1,\pm\sqrt2,1)/2$, so the weights are $1/2$, $1/4$ and $1/4$. The moments are:

| Order $k$ | 0 | 1 | 2 | 3 | 4 |
|---|---|---|---|---|---|
| Two pseudostates | 1 | 1 | 2 | 4 | 8 |
| Full spectrum | 1 | 1 | 2 | 4 | 9 |

They agree through order $2n-1=3$. At order 4 the difference is 1, as the error formula requires: $H^2v=(2,2,1)$, and its part outside the Krylov space is $(0,0,1)$.

## What the weights mean in a response problem

In a response calculation, $v$ can be the normalised vector obtained by applying a perturbation, such as a dipole operator, to a reference state. The spectral distribution then says how that excitation is spread over the energies of $H$. For a finite real symmetric matrix Hamiltonian in exact arithmetic, the pseudostates from $n$ Krylov vectors reproduce the moments of this distribution through order $2n-1$, although individual pseudostate energies need not be eigenvalues of $H$.

The guarantee is for polynomials. A static polarisability involves an inverse energy, and a frequency-dependent response involves a resolvent; the theorems give no error bound for either. Rounding errors and loss of orthogonality in a numerical Krylov basis are also left out.

The moment theorem allows $E$ to be infinite-dimensional, but $H$ must act on all of $E$. An unbounded Hamiltonian therefore fits only after restriction to a subspace of its domain that it maps into itself. The comparison with a list of eigenstates assumes a finite eigenbasis of $H$, and so a finite-dimensional $E$; continuous spectra are not treated there. The theorems are stated for real spaces, and complex Hermitian operators are not treated separately.

## Sharing the powers between bra and ket

**Symmetry of $T$.** The projector is symmetric, so moving the three factors across one at a time gives

$$\langle PHPx,y\rangle=\langle HPx,Py\rangle=\langle Px,HPy\rangle=\langle x,PHPy\rangle .$$

This is `projected_symmetric`. For any symmetric $A$, repeated use of symmetry gives $\langle v,A^{a+b}v\rangle=\langle A^av,A^bv\rangle$. The lemma `moment_split` proves it by induction on $a$, moving one factor of $A$ at each step.

**Powers of $T$ on $v$.** For $j<n$ the vector $H^jv$ is one of the spanning vectors, so $PH^jv=H^jv$. The lemma `projected_pow` shows that

$$T^kv=PH^kv\qquad(k\le n,\ n>0).$$

For $k=0$ this reads $v=Pv$. If it holds for $k$ and $k+1\le n$, then $k<n$, and

$$T^{k+1}v=T\,PH^kv=T\,H^kv=PHP\,H^kv=PH^{k+1}v .$$

The local statement `hfix` is the fixed-vector property, and the induction step uses it twice, as in this line. At $k=n$ the projector may remove something for the first time.

**The moment identity.** Let $k<2n$. Put $a=\lfloor k/2\rfloor$ and $b=k-a$, so that $a<n$ and $b\le n$. Then

$$\begin{aligned}
\langle v,T^kv\rangle&=\langle T^av,T^bv\rangle=\langle PH^av,PH^bv\rangle\\
&=\langle H^av,PH^bv\rangle=\langle PH^av,H^bv\rangle\\
&=\langle H^av,H^bv\rangle=\langle v,H^kv\rangle .
\end{aligned}$$

Only the bra has to lie in the Krylov space. The ket may reach $H^nv$, since whatever $P$ removes from it is orthogonal to the bra. In `moment_exact` the final chain of rewrites carries out these equalities, with `hP` moving the projector from one side to the other.

## From moments to the quadrature rule

Suppose $v=\sum_jc_j\varphi_j$ with $c_j=\langle\varphi_j,v\rangle$ and $A\varphi_j=\varepsilon_j\varphi_j$. Applying $A$ repeatedly gives $A^k\varphi_j=\varepsilon_j^k\varphi_j$, and therefore

$$\langle v,A^kv\rangle=\sum_jc_j\varepsilon_j^k\langle v,\varphi_j\rangle=\sum_jc_j^2\varepsilon_j^k .$$

For $p(x)=\sum_kp_kx^k$, multiplying by $p_k$, summing over $k$ and exchanging the two finite sums gives

$$\langle v,p(A)v\rangle=\sum_jc_j^2\,p(\varepsilon_j).$$

This is `expectation_eq_sum`, where `hpow` and `hmom` are the two statements about powers.

In `pseudostate_quadrature` it is applied to $A=T$. The vector $v$ lies in $K_n$, so the pseudostates expand it completely even though they need not span $E$. Each power in $p$ is below $2n$, and `moment_exact` replaces $T$ by $H$ term by term:

$$\sum_j\langle b_j,v\rangle^2p(\varepsilon_j)=\sum_kp_k\langle v,T^kv\rangle=\sum_kp_k\langle v,H^kv\rangle=\langle v,p(H)v\rangle .$$

Using `expectation_eq_sum` once more, now with $A=H$ and the eigenbasis $\chi_i$, gives `spectral_distribution_exact`.

For existence, $T$ maps $K_n$ into itself because its last factor is $P$. Its restriction is a symmetric operator on a finite-dimensional space, and the spectral theorem supplies the orthonormal eigenbasis. A span of $n$ vectors has dimension at most $n$. The quadrature rule with $p=1$ then gives $\sum_j\langle b_j,v\rangle^2=\|v\|^2=1$.

## The error at order 2n

Write $x=H^nv$. For $n>0$, splitting both moments evenly and using $T^nv=Px$ gives

$$\langle v,H^{2n}v\rangle-\langle v,T^{2n}v\rangle=\|x\|^2-\|Px\|^2 .$$

Since $P$ is symmetric and $P^2=P$, we have $\langle x,Px\rangle=\|Px\|^2$. Hence

$$\|x-Px\|^2=\|x\|^2-2\langle x,Px\rangle+\|Px\|^2=\|x\|^2-\|Px\|^2 .$$

The proof of `moment_defect` expands the square in the same way and leaves the final linear arithmetic to `linarith`. For $n=1$ and $\|v\|=1$ the error is $\|Hv-\langle v,Hv\rangle v\|^2$, the variance met at the start.

A squared norm is zero only for the zero vector, so the error vanishes exactly when $Px=x$, that is, when $H^nv\in K_n$. This is `next_moment_exact_iff`.
